# A finite sum of nonzero modes $c_j e^{-ip_jt}$ with distinct $p_j$ decays as $t\to+\infty$ if and only if every $\operatorname{Im}p_j<0$

Once the complex resonance frequencies of a linear-response function have been computed or fitted, the signs of their imaginary parts are read off to decide whether the response to a kick dies out. One direction of this reading is plain: if every term decays, so does a finite sum of them. The other direction needs an argument. Several terms that do not decay might interfere destructively, so that the total signal dies out although one of the poles is unstable. For finitely many simple poles at distinct frequencies, with nonzero amplitudes, this cannot happen.

In Lean 4 with Mathlib:

```lean
import Mathlib

open Filter Topology

namespace PoleStability

noncomputable section
```

## The signal as a sum of modes

Let $p$ be a complex angular frequency and $t$ a real time. With the time factor used here, a pole at $p$ contributes

$$m_p(t)=e^{-ipt}.$$

This sign convention puts decaying modes in the lower half plane. With $e^{+ipt}$ the two half planes change places.

```lean
/-- The time dependence `exp(-i p t)` contributed by a pole at the complex frequency `p`. -/
def mode (p : ℂ) (t : ℝ) : ℂ := Complex.exp (-(Complex.I * p * t))
```

For poles $p_j$ with complex amplitudes $c_j$, the signal is

$$h(t)=\sum_j c_j e^{-ip_jt}.$$

```lean
/-- The time response `h(t) = ∑ c_j exp(-i p_j t)` of finitely many poles `p_j` with
amplitudes `c_j`. -/
def response {ι : Type*} [Fintype ι] (c p : ι → ℂ) (t : ℝ) : ℂ :=
  ∑ j, c j * mode (p j) t
```

In `response c p t`, the index $j$ runs over any finite type `ι`, and `c` and `p` are functions from `ι` to the complex numbers. When the poles are distinct, the signal is real at all times exactly when its nonzero terms form complex-conjugate pairs or are real by themselves.

The step from this model to a material or a molecule is the identification of its response after the kick with such a finite sum. A pole of higher order brings factors of $t$, which this form lacks. A branch cut or a continuum of excitations brings an integral, which need not reduce to a finite sum of modes. The definition also contains no step function in time: $h$ is defined for all real $t$, and the limit looks only at late times.

## One mode

Write $p=x+iy$ with $x$ and $y$ real. Then $-ipt=yt-ixt$, and the modulus of the exponential depends only on the real part of its exponent:

$$|e^{-ipt}|=e^{yt}=e^{t\operatorname{Im}p}.$$

```lean
/-- The modulus of a mode is `exp(t Im p)`. -/
theorem norm_mode (p : ℂ) (t : ℝ) : ‖mode p t‖ = Real.exp (p.im * t) := by
  rw [mode, Complex.norm_exp]
  congr 1
  simp
```

If $y<0$, then $yt\to-\infty$ and the modulus tends to zero. If $y\ge0$, the modulus is at least $1$ for every $t\ge0$, so the mode cannot tend to zero. A single mode therefore decays exactly when $\operatorname{Im}p<0$.

```lean
/-- A single mode dies out at late times exactly when its pole lies strictly in the lower
half plane. -/
theorem mode_tendsto_zero_iff (p : ℂ) :
    Tendsto (mode p) atTop (𝓝 0) ↔ p.im < 0 := by
  rw [tendsto_zero_iff_norm_tendsto_zero]
  simp only [norm_mode]
  constructor
  · intro h
    by_contra hn
    obtain ⟨t, h1, h0⟩ :=
      ((h.eventually_lt_const zero_lt_one).and (eventually_ge_atTop (0 : ℝ))).exists
    have := Real.one_le_exp (mul_nonneg (not_lt.1 hn) h0)
    linarith
  · intro h
    exact Real.tendsto_exp_atBot.comp (tendsto_id.const_mul_atTop_of_neg h)
```

The expression `Tendsto (mode p) atTop (𝓝 0)` says that $m_p(t)\to0$ as $t\to+\infty$. The proof first passes to the modulus. For the forward direction it assumes $\operatorname{Im}p\ge0$ and picks a time $t\ge0$ at which the modulus is below $1$, which contradicts `Real.one_le_exp`.

## A time step that tells the poles apart

To separate the modes, we compare the signal at $t$ and at $t+\tau$. Over the step $\tau$, mode $j$ is multiplied by $z_j=e^{-ip_j\tau}$. These factors must differ from pole to pole, and a badly chosen step fails: two frequencies that differ by $2\pi/\tau$ give the same factor. A short enough step avoids this aliasing. Take

$$\tau=\frac{1}{1+\sum_j|p_j|},\qquad\text{so that}\qquad |\operatorname{Re}p_j|\,\tau\le1<\pi .$$

The exponents $-ip_j\tau$ have imaginary parts $-\tau\operatorname{Re}p_j$, and so all lie in the strip where the imaginary part is between $-\pi$ and $\pi$. The exponential is injective on that strip. Hence $z_j=z_k$ gives $-ip_j\tau=-ip_k\tau$, and since $\tau\neq0$, $p_j=p_k$.

```lean
/-- For finitely many distinct poles there is a sampling step `τ` over which all modes
acquire different factors `exp(-i p_j τ)`. -/
theorem exists_sampling_step {ι : Type*} [Fintype ι] (p : ι → ℂ)
    (hp : Function.Injective p) :
    ∃ τ : ℝ, Function.Injective (fun j => mode (p j) τ) := by
  have hS : 0 ≤ ∑ j, ‖p j‖ := Finset.sum_nonneg fun j _ => norm_nonneg _
  have hpos : 0 < ∑ j, ‖p j‖ + 1 := by linarith
  have hτ : 0 < (∑ j, ‖p j‖ + 1)⁻¹ := inv_pos.2 hpos
  refine ⟨(∑ j, ‖p j‖ + 1)⁻¹, ?_⟩
  set τ : ℝ := (∑ j, ‖p j‖ + 1)⁻¹ with hdef
  -- every phase advance stays below one radian, so the exponential is injective there
  have hb : ∀ j, |(p j).re * τ| ≤ 1 := by
    intro j
    have h1 : ‖p j‖ ≤ ∑ j, ‖p j‖ :=
      Finset.single_le_sum (f := fun j => ‖p j‖) (fun i _ => norm_nonneg _)
        (Finset.mem_univ j)
    have h2 : |(p j).re| ≤ ∑ j, ‖p j‖ + 1 := by
      linarith [Complex.abs_re_le_norm (p j)]
    rw [abs_mul, abs_of_pos hτ]
    calc |(p j).re| * τ ≤ (∑ j, ‖p j‖ + 1) * τ := mul_le_mul_of_nonneg_right h2 hτ.le
      _ = 1 := mul_inv_cancel₀ hpos.ne'
  have him : ∀ j, (-(Complex.I * p j * (τ : ℂ))).im = -((p j).re * τ) := by
    intro j
    simp
  have hpi := Real.pi_gt_three
  intro j k hjk
  have hj := abs_le.1 (hb j)
  have hk := abs_le.1 (hb k)
  have e := Complex.exp_inj_of_neg_pi_lt_of_le_pi
    (by rw [him j]; linarith [hj.2]) (by rw [him j]; linarith [hj.1])
    (by rw [him k]; linarith [hk.2]) (by rw [him k]; linarith [hk.1]) hjk
  have hτc : (τ : ℂ) ≠ 0 := Complex.ofReal_ne_zero.2 hτ.ne'
  exact hp (mul_left_cancel₀ Complex.I_ne_zero (mul_right_cancel₀ hτc (neg_injective e)))
```

Distinctness of the poles is the hypothesis `Function.Injective p`: different indices carry different frequencies. The conclusion is the same property for the factors $z_j$. In the code, `hb` is the bound on the phase, `him` computes the imaginary part of the exponent, and `Complex.exp_inj_of_neg_pi_lt_of_le_pi` supplies injectivity on the strip.

## Removing one pole at a time

Let $S$ be a finite set of indices, and suppose that $h_S(t)=\sum_{j\in S}c_je^{-ip_jt}$ tends to zero. The claim is that each term tends to zero separately. We use induction on $S$. For the empty set there is nothing to show.

Now let $S=\{a\}\cup s$ with $a\notin s$. Since $e^{-ip_j(t+\tau)}=z_je^{-ip_jt}$, the combination

$$h_S(t+\tau)-z_a h_S(t)=\sum_{j\in s}c_j(z_j-z_a)e^{-ip_jt}$$

no longer contains pole $a$. Its left side tends to zero, because both $h_S(t+\tau)$ and $h_S(t)$ do. The right side is a sum over the smaller set $s$ with new amplitudes $c_j(z_j-z_a)$, so by the induction hypothesis each of its terms tends to zero. For $k\in s$ the factor $z_k-z_a$ is a nonzero constant, and dividing by it gives

$$c_ke^{-ip_kt}\to0\qquad(k\in s).$$

The removed term is then recovered by subtraction:

$$c_ae^{-ip_at}=h_S(t)-\sum_{j\in s}c_je^{-ip_jt}\to0.$$

```lean
/-- No cancellation: if a sum of modes with distinct poles dies out at late times, then
each of its terms dies out separately. -/
theorem each_term_decays {ι : Type*} [Fintype ι] (p : ι → ℂ)
    (hp : Function.Injective p) (s : Finset ι) :
    ∀ c : ι → ℂ, Tendsto (fun t : ℝ => ∑ j ∈ s, c j * mode (p j) t) atTop (𝓝 0) →
      ∀ k ∈ s, Tendsto (fun t : ℝ => c k * mode (p k) t) atTop (𝓝 0) := by
  classical
  obtain ⟨τ, hτ⟩ := exists_sampling_step p hp
  have mode_add : ∀ (q : ℂ) (t : ℝ), mode q (t + τ) = mode q τ * mode q t := by
    intro q t
    rw [mode, mode, mode, ← Complex.exp_add]
    congr 1
    push_cast
    ring
  induction s using Finset.induction_on with
  | empty =>
    intro c _ k hk
    simp at hk
  | insert a s ha ih =>
    intro c h
    -- the filter h(t + τ) - exp(-i p_a τ) h(t) removes the pole a
    have hshift : Tendsto (fun t : ℝ => ∑ j ∈ insert a s, c j * mode (p j) (t + τ))
        atTop (𝓝 0) := h.comp (tendsto_atTop_add_const_right atTop τ tendsto_id)
    have hdiff := hshift.sub (h.const_mul (mode (p a) τ))
    rw [mul_zero, sub_zero] at hdiff
    have hfilt : Tendsto (fun t : ℝ => ∑ j ∈ s,
        (c j * (mode (p j) τ - mode (p a) τ)) * mode (p j) t) atTop (𝓝 0) := by
      refine hdiff.congr fun t => ?_
      have e : ∑ j ∈ s, (c j * (mode (p j) τ - mode (p a) τ)) * mode (p j) t
          = ∑ j ∈ s, c j * (mode (p j) τ * mode (p j) t)
            - mode (p a) τ * ∑ j ∈ s, c j * mode (p j) t := by
        rw [Finset.mul_sum, ← Finset.sum_sub_distrib]
        exact Finset.sum_congr rfl fun j _ => by ring
      rw [e]
      simp only [Finset.sum_insert ha, mode_add]
      ring
    have hs : ∀ k ∈ s, Tendsto (fun t : ℝ => c k * mode (p k) t) atTop (𝓝 0) := by
      intro k hk
      have hne : mode (p k) τ - mode (p a) τ ≠ 0 :=
        sub_ne_zero.2 fun e => ha ((hτ e) ▸ hk)
      have hk' : Tendsto (fun t : ℝ =>
          (c k * (mode (p k) τ - mode (p a) τ)) * mode (p k) t) atTop (𝓝 0) :=
        ih (fun j => c j * (mode (p j) τ - mode (p a) τ)) hfilt k hk
      have h2 := hk'.const_mul (mode (p k) τ - mode (p a) τ)⁻¹
      rw [mul_zero] at h2
      refine h2.congr fun t => ?_
      linear_combination (c k * mode (p k) t) * inv_mul_cancel₀ hne
    intro k hk
    rcases Finset.mem_insert.1 hk with hka | hk
    · -- the removed term is the full sum minus terms already known to decay
      rw [hka]
      have hsum : Tendsto (fun t : ℝ => ∑ j ∈ s, c j * mode (p j) t) atTop (𝓝 0) := by
        simpa using tendsto_finsetSum s hs
      have h3 := h.sub hsum
      rw [sub_zero] at h3
      refine h3.congr fun t => ?_
      rw [Finset.sum_insert ha]
      ring
    · exact hs k hk
```

The quantifier `∀ c` stands inside the statement being proved by induction because the filter changes the amplitudes. The amplitudes may vanish here, since a zero term decays trivially. The combination above appears as `hdiff`, and `hfilt` rewrites it as a sum over `s`. The division is carried out in `hs`, where `hne` records that $z_k\ne z_a$. The last case split treats the removed pole and the remaining ones.

## The stability criterion

Suppose that $h(t)\to0$. By the previous step $c_je^{-ip_jt}\to0$ for each $j$. Dividing by $c_j\neq0$ leaves a single mode that decays, so $\operatorname{Im}p_j<0$. Conversely, if every $\operatorname{Im}p_j<0$, each term tends to zero, and so does their finite sum. Thus

$$h(t)\to0\ \text{ as }t\to+\infty\quad\Longleftrightarrow\quad \operatorname{Im}p_j<0\ \text{ for every }j.$$

```lean
/-- For distinct poles with nonzero amplitudes, the time response tends to zero at late
times if and only if every pole has negative imaginary part. -/
theorem response_tendsto_zero_iff {ι : Type*} [Fintype ι] (c p : ι → ℂ)
    (hp : Function.Injective p) (hc : ∀ j, c j ≠ 0) :
    Tendsto (response c p) atTop (𝓝 0) ↔ ∀ j, (p j).im < 0 := by
  constructor
  · intro h j
    have h1 := (each_term_decays p hp Finset.univ c h j (Finset.mem_univ j)).const_mul
      (c j)⁻¹
    rw [mul_zero] at h1
    refine (mode_tendsto_zero_iff (p j)).1 (h1.congr fun t => ?_)
    exact inv_mul_cancel_left₀ (hc j) _
  · intro h
    have h1 : ∀ j ∈ Finset.univ, Tendsto (fun t : ℝ => c j * mode (p j) t) atTop (𝓝 0) := by
      intro j _
      simpa using ((mode_tendsto_zero_iff (p j)).2 (h j)).const_mul (c j)
    have h2 : Tendsto (fun t : ℝ => ∑ j, c j * mode (p j) t) atTop (𝓝 0) := by
      simpa using tendsto_finsetSum Finset.univ h1
    exact h2
```

The hypothesis `hc` says that every listed pole is actually excited and observed: its amplitude is nonzero. A pole with zero amplitude leaves no trace in the signal, wherever it lies. In a molecule, symmetry can make an amplitude vanish for one direction of the applied field, and the decay of that signal then says nothing about the silent pole.

In electronic-structure work, the criterion connects the poles of a computed polarizability with the late-time behaviour of the induced dipole, provided that the response is a finite sum of simple-pole terms. It concerns the limit and sets no time by which an instability must show. Two nearby unstable poles with opposite amplitudes can nearly cancel over a finite simulation.

## The growth rate

Let $\sigma$ be a real rate. Multiplying the signal by $e^{-\sigma t}$ shifts every pole by $-i\sigma$:

$$e^{-\sigma t}e^{-ip_jt}=e^{-i(p_j-i\sigma)t},\qquad \operatorname{Im}(p_j-i\sigma)=\operatorname{Im}p_j-\sigma .$$

The shifted poles are still distinct and the amplitudes are unchanged. The stability criterion therefore gives

$$e^{-\sigma t}h(t)\to0\quad\Longleftrightarrow\quad\operatorname{Im}p_j<\sigma\ \text{ for every }j.$$

```lean
/-- For distinct poles with nonzero amplitudes, the response divided by `exp(σ t)` tends to zero at
late times if and only if every pole has imaginary part below `σ`. -/
theorem growth_rate_iff {ι : Type*} [Fintype ι] (c p : ι → ℂ)
    (hp : Function.Injective p) (hc : ∀ j, c j ≠ 0) (σ : ℝ) :
    Tendsto (fun t : ℝ => (Real.exp (-σ * t) : ℂ) * response c p t) atTop (𝓝 0) ↔
      ∀ j, (p j).im < σ := by
  -- damping the signal moves all poles down by σ
  have e : (fun t : ℝ => (Real.exp (-σ * t) : ℂ) * response c p t)
      = response c (fun j => p j - σ * Complex.I) := by
    funext t
    rw [response, response, Finset.mul_sum]
    refine Finset.sum_congr rfl fun j _ => ?_
    have hm : mode (p j - σ * Complex.I) t = (Real.exp (-σ * t) : ℂ) * mode (p j) t := by
      rw [mode, mode, Complex.ofReal_exp, ← Complex.exp_add]
      congr 1
      push_cast
      linear_combination ((σ : ℂ) * t) * Complex.I_sq
    rw [hm]
    ring
  rw [e, response_tendsto_zero_iff c _ (fun j k h => hp (sub_left_injective h)) hc]
  simp
```

If there is at least one pole, the largest $\operatorname{Im}p_j$ is thus the threshold for $\sigma$. A negative $\sigma$ is allowed, and the statement then says how fast the signal decays. In the proof, `e` is the identity between the damped signal and the response with shifted poles.

## Bounded signals and poles on the real axis

An undamped oscillation has a real pole: it does not decay, but it stays bounded. If every $\operatorname{Im}p_j\le0$, then for $t\ge0$

$$|h(t)|\le\sum_j|c_j|e^{t\operatorname{Im}p_j}\le\sum_j|c_j| .$$

Conversely, let $|h(t)|\le C$ for all $t\ge0$, and suppose that some pole has $\sigma=\operatorname{Im}p_j>0$. Then $|e^{-\sigma t}h(t)|\le Ce^{-\sigma t}\to0$. The growth criterion gives $\operatorname{Im}p_j<\sigma=\operatorname{Im}p_j$, which is impossible.

```lean
/-- For distinct poles with nonzero amplitudes, the response stays bounded for `t ≥ 0` if
and only if no pole lies strictly in the upper half plane. -/
theorem response_bounded_iff {ι : Type*} [Fintype ι] (c p : ι → ℂ)
    (hp : Function.Injective p) (hc : ∀ j, c j ≠ 0) :
    (∃ C : ℝ, ∀ t : ℝ, 0 ≤ t → ‖response c p t‖ ≤ C) ↔ ∀ j, (p j).im ≤ 0 := by
  constructor
  · rintro ⟨C, hC⟩ j
    by_contra hn
    have hσ : -(p j).im < 0 := by linarith [not_le.1 hn]
    -- a bounded signal damped at the rate Im p_j would decay, against the growth criterion
    have h1 : Tendsto (fun t : ℝ => Real.exp (-(p j).im * t)) atTop (𝓝 0) :=
      Real.tendsto_exp_atBot.comp (tendsto_id.const_mul_atTop_of_neg hσ)
    have h2 := h1.mul_const C
    rw [zero_mul] at h2
    refine lt_irrefl _ ((growth_rate_iff c p hp hc (p j).im).1 (squeeze_zero_norm' ?_ h2) j)
    filter_upwards [eventually_ge_atTop (0 : ℝ)] with t ht
    rw [norm_mul, Complex.norm_real, Real.norm_eq_abs, abs_of_pos (Real.exp_pos _)]
    exact mul_le_mul_of_nonneg_left (hC t ht) (Real.exp_pos _).le
  · intro h
    refine ⟨∑ j, ‖c j‖, fun t ht => (norm_sum_le _ _).trans (Finset.sum_le_sum fun j _ => ?_)⟩
    rw [norm_mul, norm_mode]
    exact mul_le_of_le_one_right (norm_nonneg _)
      (Real.exp_le_one_iff.2 (mul_nonpos_of_nonpos_of_nonneg (h j) ht))
```

The bound `C` may depend on the poles and amplitudes but not on time. The contradiction is reached through `squeeze_zero_norm'`, which compares the damped signal with $Ce^{-\sigma t}$. The other direction is the triangle inequality followed by the bound $e^{t\operatorname{Im}p_j}\le1$.

## Coincident poles

If the same frequency is listed twice, with amplitudes $1$ and $-1$, then

$$e^{-iqt}-e^{-iqt}=0$$

for every complex $q$ and every $t$. With $\operatorname{Im}q\ge0$, the signal tends to zero although neither listed pole lies in the lower half plane. The implication from decay to stable poles thus fails for coincident poles whose nonzero amplitudes add to zero. For a list with degenerate frequencies, the remedy is to add the amplitudes at each frequency first and to discard the frequencies whose total is zero.

```lean
/-- Two coincident poles with amplitudes `1` and `-1` give zero response at all times,
wherever the pole lies. -/
theorem coincident_poles_cancel (q : ℂ) (t : ℝ) : response ![1, -1] ![q, q] t = 0 := by
  simp [response, Fin.sum_univ_succ]

end

end PoleStability
```

```lean
#print axioms PoleStability.each_term_decays
-- 'PoleStability.each_term_decays' depends on axioms: [propext, Classical.choice, Quot.sound]
#print axioms PoleStability.response_bounded_iff
-- 'PoleStability.response_bounded_iff' depends on axioms: [propext, Classical.choice, Quot.sound]
#print axioms PoleStability.coincident_poles_cancel
-- 'PoleStability.coincident_poles_cancel' depends on axioms: [propext, Classical.choice, Quot.sound]
```
